# The longest wave that fits a supercell decides whether it shows the buckling of a compressed harmonic strip

Q: I compute the phonons of a compressed membrane strip in a six-cell supercell. No eigenvalue is negative, so I call the flat strip stable. A colleague repeats the run with seven cells, and it buckles. Which of us made the mistake?

A: Possibly neither of you made a numerical one. A supercell admits only waves that repeat after its own length, and in a free-standing strip compression destabilises long waves first. If the unstable waves don't fit, they are not among the modes of the supercell. For a harmonic chain with one displacement per cell, the number of cells required can be worked out. Let t be the compressive force along the strip, B > 0 the bending stiffness and N ≥ 2 the number of cells, with the length of a cell as the unit of length. At least one wave of the supercell with nonzero wave number is unstable exactly when

4B sin²(π/N) < t.

Q: Before I believe that, what is the strip? I don't want a formula for the frequency that was simply written down.

A: The strip is a row of cells n with out-of-plane displacements u(n), and the lattice spacing is one. Write Δ for the second difference:

(Δu)(n) = u(n+1) − 2u(n) + u(n−1).

The harmonic energy has a term −(t/2)|u(n+1) − u(n)|², the energy released when a compressed strip tilts, and a term (B/2)|(Δu)(n)|², the cost of bending it. Differentiating twice gives the force-constant operator tΔ + BΔ². The file starts from that operator. Displacements are complex there so that plane waves can be used; a physical pattern is the real part.

In Lean 4 with Mathlib:

```lean
import Mathlib

open scoped Real

namespace CompressedStrip

noncomputable section

/-- The second difference of a displacement pattern along the strip. -/
def lap (u : ℤ → ℂ) (n : ℤ) : ℂ := u (n + 1) - 2 * u n + u (n - 1)

/-- The force-constant operator of a strip with compression `t` and bending stiffness `B`. -/
def forceConst (t B : ℝ) (u : ℤ → ℂ) (n : ℤ) : ℂ :=
  t * lap u n + B * lap (lap u) n

/-- The plane wave with wave number `q`, sampled at the cells of the strip. -/
def wave (q : ℝ) (n : ℤ) : ℂ := Complex.exp (Complex.I * q * n)
```

Q: And the dynamical matrix?

A: With one displacement per cell and unit mass it is a single number, the squared frequency:

s(q) = 4 sin²(q/2)
D(q) = −t s(q) + B s(q)².

A negative D(q) means that the wave grows instead of oscillating. The definitions `s` and `D` are these formulas, and the link to the operator is proved further down.

```lean
/-- The lattice counterpart `4 sin² (q/2)` of the squared wave number. -/
def s (q : ℝ) : ℝ := 4 * Real.sin (q / 2) ^ 2

/-- The dynamical matrix `D(q)` of the compressed strip. -/
def D (t B q : ℝ) : ℝ := -t * s q + B * s q ^ 2
```

Q: How does the supercell enter? I see no periodic boundary condition.

A: It enters through the wave numbers q = 2πj/N, called `meshPoint N j`. The predicate `Detects t B N` says that some integer j with 0 < j < N has D(2πj/N) < 0. The value j = 0 is left out because it is a uniform shift, for which D = 0.

```lean
/-- The mesh point `2πj/N` of a supercell of `N` cells, for `N ≥ 1`. -/
def meshPoint (N j : ℕ) : ℝ := 2 * π * j / N

/-- A supercell of `N` cells detects the instability if `D` is negative at some mesh point
with `0 < j < N`. -/
def Detects (t B : ℝ) (N : ℕ) : Prop :=
  ∃ j : ℕ, 0 < j ∧ j < N ∧ D t B (meshPoint N j) < 0
```

Q: Then show me that D belongs to the operator.

A: Put u(n) = exp(iqn). Moving one cell to the right or left multiplies u by exp(iq) or exp(−iq), so

(Δu)(n) = (exp(iq) + exp(−iq) − 2) u(n)
= (2 cos q − 2) u(n)
= −4 sin²(q/2) u(n)
= −s(q) u(n).

In `lap_wave`, `h1` and `h2` are the two shifts and `hr` is the half-angle formula. Writing the exponentials as cosines and sines makes the sine terms cancel.

```lean
/-- The second difference multiplies a plane wave by `-s(q)`. -/
theorem lap_wave (q : ℝ) (n : ℤ) : lap (wave q) n = -(s q : ℂ) * wave q n := by
  have h1 : wave q (n + 1) = wave q n * Complex.exp ((q : ℂ) * Complex.I) := by
    unfold wave
    rw [← Complex.exp_add]
    congr 1
    push_cast
    ring
  have h2 : wave q (n - 1) = wave q n * Complex.exp ((-(q : ℂ)) * Complex.I) := by
    unfold wave
    rw [← Complex.exp_add]
    congr 1
    push_cast
    ring
  -- the half-angle formula
  have hr : s q = 2 - 2 * Real.cos q := by
    have h := Real.cos_two_mul (q / 2)
    rw [show 2 * (q / 2) = q by ring] at h
    unfold s
    linear_combination 4 * Real.sin_sq_add_cos_sq (q / 2) + 2 * h
  unfold lap
  rw [h1, h2, hr, Complex.exp_mul_I, Complex.exp_mul_I, Complex.cos_neg, Complex.sin_neg]
  push_cast
  ring
```

Applying Δ again gives a second factor −s(q), so Δ² multiplies the wave by s(q)². Hence

(tΔ + BΔ²)u = (−t s(q) + B s(q)²) u = D(q) u.

That is `forceConst_wave`. Its only delicate point is that the second application needs `lap_wave` at the neighbouring cells too, so the proof first turns it into an equality of functions, `h`.

```lean
/-- Every plane wave is an eigenvector of the force-constant operator, with eigenvalue `D(q)`. -/
theorem forceConst_wave (t B q : ℝ) (n : ℤ) :
    forceConst t B (wave q) n = (D t B q : ℂ) * wave q n := by
  have h : lap (wave q) = fun m => -(s q : ℂ) * wave q m := funext (lap_wave q)
  have h1 := lap_wave q n
  have h2 : lap (lap (wave q)) n = (s q : ℂ) ^ 2 * wave q n := by
    rw [h]
    simp only [lap] at h1 ⊢
    linear_combination (-(s q : ℂ)) * h1
  unfold forceConst D
  rw [h2, h1]
  push_cast
  ring
```

Q: Do the mesh waves really fit the supercell?

A: Yes. For q = 2πj/N,

exp(iq(n+N)) = exp(iqn) exp(2πij) = exp(iqn).

The theorem `wave_mesh_periodic` says this for N ≥ 1, and its proof supplies j as the whole number of turns. That these waves also exhaust the N-periodic patterns is the usual discrete Fourier expansion, which I am borrowing and which the file does not prove.

```lean
/-- The plane wave of a mesh point repeats after the `N ≥ 1` cells of the supercell. -/
theorem wave_mesh_periodic {N : ℕ} (hN : 1 ≤ N) (j : ℕ) (n : ℤ) :
    wave (meshPoint N j) (n + N) = wave (meshPoint N j) n := by
  have hN' : (N : ℂ) ≠ 0 := by
    exact_mod_cast (show N ≠ 0 by omega)
  have h : (2 * (π : ℂ) * j / N) * N = 2 * π * j := div_mul_cancel₀ _ hN'
  unfold wave meshPoint
  rw [Complex.exp_eq_exp_iff_exists_int]
  refine ⟨(j : ℤ), ?_⟩
  push_cast
  linear_combination Complex.I * h
```

Q: Fine. Why should one wave decide for all the others?

A: On the mesh, s(2πj/N) = 4 sin²(πj/N). For 0 < j < N the angle satisfies

π/N ≤ πj/N ≤ π − π/N.

The sine is symmetric about π/2 and increases before it, so on this interval it is at least sin(π/N), which is positive. Therefore

0 < 4 sin²(π/N) ≤ s(2πj/N),

and the smallest value belongs to the longest wave, j = 1. In `s_mesh_bounds`, `le_total` separates angles below π/2 from those above, and the second group is reflected with `Real.sin_pi_sub`.

```lean
/-- At every mesh point with `0 < j < N`, the value of `s` is at least `4 sin² (π/N)`, and this
bound is positive. -/
theorem s_mesh_bounds {N j : ℕ} (h0 : 0 < j) (hj : j < N) :
    0 < 4 * Real.sin (π / N) ^ 2 ∧ 4 * Real.sin (π / N) ^ 2 ≤ s (meshPoint N j) := by
  have hN : (0 : ℝ) < N := by exact_mod_cast (show 0 < N by omega)
  have hj1 : (1 : ℝ) ≤ j := by exact_mod_cast h0
  have hj2 : (j : ℝ) + 1 ≤ N := by exact_mod_cast hj
  have hs : s (meshPoint N j) = 4 * Real.sin (π / N * j) ^ 2 := by
    unfold s meshPoint
    rw [show 2 * π * (j : ℝ) / N / 2 = π / N * j by ring]
  rw [hs]
  have hx : 0 < π / (N : ℝ) := div_pos Real.pi_pos hN
  have hxN : π / (N : ℝ) * N = π := div_mul_cancel₀ _ hN.ne'
  have hlow : π / (N : ℝ) ≤ π / N * j := le_mul_of_one_le_right hx.le hj1
  have hupp : π / (N : ℝ) * j + π / N ≤ π := by
    have h := mul_le_mul_of_nonneg_left hj2 hx.le
    linarith
  have hpos : 0 < Real.sin (π / N) :=
    Real.sin_pos_of_pos_of_lt_pi hx (by linarith)
  -- the sine is symmetric about π/2 and increasing before it
  have hle : Real.sin (π / N) ≤ Real.sin (π / N * j) := by
    rcases le_total (π / (N : ℝ) * j) (π / 2) with h | h
    · exact Real.sin_le_sin_of_le_of_le_pi_div_two (by linarith) h hlow
    · rw [← Real.sin_pi_sub (π / (N : ℝ) * j)]
      exact Real.sin_le_sin_of_le_of_le_pi_div_two (by linarith) (by linarith) (by linarith)
  exact ⟨by positivity, by nlinarith⟩
```

Q: And now the criterion?

A: Factor the eigenvalue:

D(q) = s(q) (B s(q) − t).

Since s(q) > 0 at the mesh points with 0 < j < N, D(q) < 0 means B s(q) < t there. If some j is unstable, then

4B sin²(π/N) ≤ B s(2πj/N) < t.

Conversely, if 4B sin²(π/N) < t, the wave j = 1 is itself unstable. The proof of `detects_iff` has the same two halves. The first assumes t ≤ B s(q) and finds D(q) ≥ 0, a contradiction; the second supplies j = 1 and multiplies two positive numbers.

```lean
/-- For `B > 0` and `N ≥ 2`, a supercell of `N` cells detects the instability if and only if
`4B sin² (π/N) < t`. -/
theorem detects_iff {t B : ℝ} (hB : 0 < B) {N : ℕ} (hN : 2 ≤ N) :
    Detects t B N ↔ 4 * B * Real.sin (π / N) ^ 2 < t := by
  constructor
  · rintro ⟨j, h0, hj, hD⟩
    obtain ⟨hp, hle⟩ := s_mesh_bounds h0 hj
    have hS : 0 < s (meshPoint N j) := lt_of_lt_of_le hp hle
    have hBS : B * s (meshPoint N j) < t := by
      by_contra hc
      have h := mul_nonneg hS.le (sub_nonneg.mpr (not_lt.mp hc))
      unfold D at hD
      nlinarith
    have h := mul_le_mul_of_nonneg_left hle hB.le
    linarith
  · intro h
    -- the longest wave of the supercell is unstable
    refine ⟨1, one_pos, by omega, ?_⟩
    have hp := (s_mesh_bounds one_pos (show 1 < N by omega)).1
    have hs : s (meshPoint N 1) = 4 * Real.sin (π / N) ^ 2 := by
      unfold s meshPoint
      rw [show 2 * π * ((1 : ℕ) : ℝ) / N / 2 = π / N by push_cast; ring]
    unfold D
    rw [hs]
    have hm := mul_pos hp (sub_pos.mpr h)
    linarith
```

Q: The theorem doesn't assume t > 0. Is a stretched strip allowed to buckle?

A: No. For t ≤ 0 the inequality fails, because its left side is positive, so the theorem correctly reports no instability. The condition N ≥ 2 does matter: with N = 1 there is no j to test, while sin π = 0 would make the inequality true for every t > 0. A negative B would also spoil the criterion, since the shortest waves could then be the unstable ones.

Q: Give me numbers that I can follow.

A: Take t = 1 and B = 2. For eight cells, sin²(π/8) = (1 − cos(π/4))/2 ≈ 0.1464, so

4B sin²(π/8) ≈ 1.17 > 1,

and the supercell misses the instability. Its longest wave has s ≈ 0.586 and D ≈ −0.586 + 0.686 = 0.100. For twelve cells, sin²(π/12) ≈ 0.0670, so

4B sin²(π/12) ≈ 0.536 < 1.

The longest wave now has s ≈ 0.268 and D ≈ −0.268 + 0.144 = −0.124, and the strip is seen to be unstable.

Q: Could an unlucky larger supercell lose the instability again, because its mesh skips the wave that was unstable before?

A: It may skip that particular wave, but its own longest wave takes over. If 2 ≤ N ≤ M, then 0 < π/M ≤ π/N ≤ π/2, where the sine increases. So sin²(π/M) ≤ sin²(π/N), and the criterion passes from N to M. This is `detects_mono`. Read backwards, if M cells miss the instability, so does every smaller supercell with at least two cells.

```lean
/-- For `B > 0`, an instability detected with `N ≥ 2` cells is detected with any larger
number of cells. -/
theorem detects_mono {t B : ℝ} (hB : 0 < B) {N M : ℕ} (hN : 2 ≤ N) (hNM : N ≤ M)
    (h : Detects t B N) : Detects t B M := by
  rw [detects_iff hB hN] at h
  rw [detects_iff hB (hN.trans hNM)]
  have h2 : (2 : ℝ) ≤ N := by exact_mod_cast hN
  have hNM' : (N : ℝ) ≤ M := by exact_mod_cast hNM
  have hN0 : (0 : ℝ) < N := by linarith
  have hM0 : (0 : ℝ) < M := by linarith
  have hx : 0 < π / (M : ℝ) := div_pos Real.pi_pos hM0
  have hxy : π / (M : ℝ) ≤ π / N := by gcongr
  have hy : π / (N : ℝ) ≤ π / 2 := by gcongr
  have hpos : 0 ≤ Real.sin (π / M) :=
    Real.sin_nonneg_of_nonneg_of_le_pi hx.le (by linarith [Real.pi_pos])
  have hle : Real.sin (π / M) ≤ Real.sin (π / N) :=
    Real.sin_le_sin_of_le_of_le_pi_div_two (by linarith [Real.pi_pos]) hy hxy
  have hsq : Real.sin (π / M) ^ 2 ≤ Real.sin (π / N) ^ 2 := by nlinarith
  have hm := mul_le_mul_of_nonneg_left hsq hB.le
  linarith
```

Q: Can I estimate the size without solving for a sine?

A: Yes, from one side. Since |sin x| ≤ |x|,

4B sin²(π/N) ≤ 4π²B/N²,

and the right side is below t when 4π²B < tN². That condition is sufficient, and `detects_of_large` states it. In the example it reads 78.96 < N², so nine cells are enough, and we saw that eight are not. It also shows that for any t > 0 a large enough supercell finds the instability.

```lean
/-- For `B > 0` and `N ≥ 2`, the condition `4π²B < tN²` suffices for a supercell of `N` cells
to detect the instability. -/
theorem detects_of_large {t B : ℝ} (hB : 0 < B) {N : ℕ} (hN : 2 ≤ N)
    (h : 4 * π ^ 2 * B < t * (N : ℝ) ^ 2) : Detects t B N := by
  rw [detects_iff hB hN]
  have hN0 : (0 : ℝ) < N := by exact_mod_cast (show 0 < N by omega)
  have hx : 0 < π / (N : ℝ) := div_pos Real.pi_pos hN0
  have hsq : Real.sin (π / N) ^ 2 ≤ (π / N) ^ 2 :=
    sq_le_sq.mpr (Real.abs_sin_le_abs)
  have hm := mul_le_mul_of_nonneg_left hsq hB.le
  have hlt : 4 * B * (π / (N : ℝ)) ^ 2 < t := by
    have he : 4 * B * (π / (N : ℝ)) ^ 2 = 4 * π ^ 2 * B / (N : ℝ) ^ 2 := by ring
    rw [he, div_lt_iff₀ (pow_pos hN0 2)]
    exact h
  linarith
```

Q: And my six cells against my colleague's seven?

A: That happens, for example, when t = B. For six cells, sin(π/6) = 1/2, so 4B sin²(π/6) = B. The longest wave has D = 0, which is marginal and not negative. For seven cells, sin(π/7) < 1/2, and the strict inequality holds. With monotonicity, `detects_equal_iff` follows: supercells of two to six cells miss the instability, and all from seven on show it. The proof does just that, comparing any smaller supercell with six cells and any larger one with seven.

```lean
/-- When compression and bending stiffness are equal and positive, a supercell of `N ≥ 2`
cells detects the instability if and only if it has at least seven cells. -/
theorem detects_equal_iff {B : ℝ} (hB : 0 < B) {N : ℕ} (hN : 2 ≤ N) :
    Detects B B N ↔ 7 ≤ N := by
  constructor
  · intro h
    by_contra hc
    -- six cells sit exactly at the threshold
    have h6 := (detects_iff hB (by norm_num)).mp
      (detects_mono hB hN (show N ≤ 6 by omega) h)
    rw [show ((6 : ℕ) : ℝ) = 6 by norm_num, Real.sin_pi_div_six] at h6
    linarith
  · intro h
    refine detects_mono hB (by norm_num) h ((detects_iff hB (by norm_num)).mpr ?_)
    rw [show ((7 : ℕ) : ℝ) = 7 by norm_num]
    have hpi := Real.pi_pos
    have hpos : 0 < Real.sin (π / 7) :=
      Real.sin_pos_of_pos_of_lt_pi (by linarith) (by linarith)
    have hlt : Real.sin (π / 7) < Real.sin (π / 6) :=
      Real.sin_lt_sin_of_lt_of_le_pi_div_two (by linarith) (by linarith) (by linarith)
    rw [Real.sin_pi_div_six] at hlt
    have hsq : Real.sin (π / 7) ^ 2 < 1 / 4 := by nlinarith
    have hm := mul_lt_mul_of_pos_left hsq hB
    linarith

end

end CompressedStrip
```

```lean
#print axioms CompressedStrip.forceConst_wave
-- 'CompressedStrip.forceConst_wave' depends on axioms: [propext, Classical.choice, Quot.sound]
#print axioms CompressedStrip.wave_mesh_periodic
-- 'CompressedStrip.wave_mesh_periodic' depends on axioms: [propext, Classical.choice, Quot.sound]
#print axioms CompressedStrip.detects_of_large
-- 'CompressedStrip.detects_of_large' depends on axioms: [propext, Classical.choice, Quot.sound]
#print axioms CompressedStrip.detects_equal_iff
-- 'CompressedStrip.detects_equal_iff' depends on axioms: [propext, Classical.choice, Quot.sound]
```

Q: Where would I meet this in an actual calculation?

A: In a density functional perturbation run you choose a mesh of N evenly spaced wave numbers along the strip, with zero among them, compute the response of the primitive cell at each, and diagonalise the dynamical matrix there. A finite-displacement run with N cells gives access to the same wave numbers. A negative eigenvalue means an imaginary frequency, which many codes print as a negative number. For a strip that behaves like this harmonic chain with two constants, the criterion tells you whether any of those eigenvalues can be negative. The same limit affects a relaxation in the supercell: started from a slightly disturbed flat strip, it can't develop a ripple longer than the cell.

Q: But my code interpolates between mesh points. Doesn't that rescue the small supercell?

A: It can. `Detects` looks only at the mesh points themselves. Interpolation uses real-space force constants, and here they reach only two cells each way. Counting neighbours, five cells already hold them without overlap, so interpolation would recover the whole curve D(q) and with it the unstable region. In a material with longer-ranged forces, a small supercell gives no such assurance. The criterion therefore speaks about what is sampled directly, or what can grow inside the supercell.

Q: So what should I not read into it?

A: The constants t and B are given, not derived from an electronic structure. The strip has one displacement per cell, forces of short range and no anharmonic terms, so the result says when the flat state of a supercell becomes unstable, not what shape the buckled strip takes. Temperature and coupling to in-plane motion are absent as well.
